# The lowest excitation energy of N ≥ 1 non-interacting two-level systems with a common gap g > 0 is g

The lemma concerns a finite number N ≥ 1 of non-interacting two-level systems, each of which adds the same gap g > 0 to the energy when it is excited and nothing when it is not. A configuration says which systems are excited, and the lemma states that g is the least element of the set of energies of all configurations other than the one with no excitation. The attempt first shows that g is attained, by exciting the first system only. For the lower bound it picks an excited system in an arbitrary other configuration and uses `Finset.single_le_sum` to show that this system's contribution, g, is at most the whole sum, which requires every term to be non-negative.

This version doesn't compile in Lean 4 with Mathlib:

```lean
import Mathlib

open Finset

namespace EckartSizeExtensivity

noncomputable section

/-- The configuration in which none of the `N` two-level systems is excited. -/
def ground (N : ℕ) : Fin N → Bool := fun _ => false

/-- Energy of a configuration: every excited system contributes the gap `g`. -/
def energy {N : ℕ} (g : ℝ) (s : Fin N → Bool) : ℝ := ∑ i, if s i then g else 0

/-- For at least one system, the gap `g` is the lowest energy among all configurations other
than the ground configuration. -/
theorem first_excited_energy {N : ℕ} (hN : 0 < N) {g : ℝ} (hg : 0 < g) :
    IsLeast {e | ∃ s : Fin N → Bool, s ≠ ground N ∧ energy g s = e} g := by
  constructor
  · -- excite the first system only
    refine ⟨fun j => decide (j = ⟨0, hN⟩), fun h => ?_, ?_⟩
    · have h0 := congrFun h ⟨0, hN⟩
      simp [ground] at h0
    · simp [energy]
  · rintro e ⟨s, hs, rfl⟩
    obtain ⟨i, hi⟩ := Function.ne_iff.1 hs
    have hi' : s i = true := by simpa [ground] using hi
    have hle : (if s i then g else 0) ≤ ∑ j, if s j then g else 0 :=
      Finset.single_le_sum (f := fun j => if s j then g else 0)
        (fun j _ => by dsimp only; split_ifs <;> linarith) (Finset.mem_univ i)
    rw [if_pos hi'] at hle
    exact hle

end

end EckartSizeExtensivity
```

The compiler's answer:

```
Main.lean:30:23: error: `dsimp` made no progress
```

The change, after which it compiles:

```diff
@@ -28,5 +28,5 @@
     have hle : (if s i then g else 0) ≤ ∑ j, if s j then g else 0 :=
       Finset.single_le_sum (f := fun j => if s j then g else 0)
-        (fun j _ => by dsimp only; split_ifs <;> linarith) (Finset.mem_univ i)
+        (fun j _ => by split_ifs <;> linarith) (Finset.mem_univ i)
     rw [if_pos hi'] at hle
     exact hle
```

Cause. The error is in the proof that each term of the sum is non-negative, which `Finset.single_le_sum` asks for. `dsimp only`, given no lemmas, can still do basic reductions such as applying a `fun` to its argument. It was put there to turn the function passed as `f`, applied to `j`, into the plain `if s j then g else 0`. The message says that it found nothing to simplify: the goal was already `0 ≤ if s j then g else 0`. In Lean, `dsimp` fails when it changes nothing, so this needless step was an error even though the inequality is true.

The diff deletes `dsimp only` and leaves the rest of the proof as it was. `split_ifs` now works directly on the `if` and leaves two cases, `0 ≤ g` and `0 ≤ 0`. `linarith` closes both, the first from the hypothesis `hg : 0 < g`.
